# Linear Combinations of Generalized Clifford Generators Have Scalar n-th Powers

For a free relativistic particle, in units with c = 1, the square of the energy is the sum of the squares of the momentum components and of the mass. Dirac's Hamiltonian is linear in the momentum components and the mass, and its square gives this relation because its matrix coefficients anticommute and square to one. In systems with Z_n symmetry, such as clock spins and parafermions, exchanging certain pairs of operators produces the phase w = exp(2πi/n) instead of a sign. The question is whether a linear combination of such operators still has a power that is a plain number.

Let w be a primitive n-th root of unity in a field K, with n ≥ 1, and let α_0, …, α_{r−1} be elements of a K-algebra with

α_i α_j = w α_j α_i for i < j, and α_i^n = 1.

Then for all scalars x_i in K

(Σ_i x_i α_i)^n = (Σ_i x_i^n)·1.

The case n = 2, w = −1 is Dirac's; for n = 1 the statement is trivial.

## Reordering two operators

Let AB = wBA. Moving A through k factors B gives AB^k = w^k B^k A. We look for coefficients G(m,k) with

(A + B)^m = Σ_{k=0}^{m} G(m,k) B^k A^(m−k).

Multiply this on the left by A + B. The monomial B^(k+1) A^(m−k) arises from B with coefficient G(m,k), and from A with coefficient w^(k+1) G(m,k+1). Hence

G(m+1,k+1) = G(m,k) + w^(k+1) G(m,k+1),

with G(m,0) = 1 and G(0,k+1) = 0. These are the Gaussian binomials. By induction on m, G(m,k) = 0 for k > m, and therefore G(m+1,m+1) = G(m,m) + 0 = 1.

They satisfy the absorption identity

(w^(k+1) − 1) G(m+1,k+1) = (w^(m+1) − 1) G(m,k).

For m = 0 both sides equal w − 1 if k = 0, and vanish if k > 0. Suppose the identity holds for m and all k. The recursion and this assumption give

(w^(k+1) − 1) G(m+2,k+1) = (w^(k+1) − 1) G(m+1,k) + w^(k+1) (w^(m+1) − 1) G(m,k).

For k = 0 the right side is (w − 1) + w(w^(m+1) − 1) = w^(m+2) − 1, as required. For k = j + 1, the recursion lets us replace w^(j+1) G(m,j+1) by G(m+1,j+1) − G(m,j), and the assumption turns (w^(m+1) − 1) G(m,j) into (w^(j+1) − 1) G(m+1,j+1). The last term becomes

w[(w^(m+1) − 1) − (w^(j+1) − 1)] G(m+1,j+1) = (w^(m+2) − w^(j+2)) G(m+1,j+1).

Adding the first term, (w^(j+2) − 1) G(m+1,j+1), leaves (w^(m+2) − 1) G(m+1,j+1).

## The mixed terms vanish at the n-th power

Set m + 1 = n. Since w^n = 1, the right side of the absorption identity is zero. For 0 < k < n primitivity gives w^k ≠ 1, so G(n,k) = 0, and

(A + B)^n = A^n + B^n.

For elements A_0, …, A_{r−1} with A_i A_j = w A_j A_i for i < j, take A = A_0 and let B be the sum of the others. Then AB = wBA term by term, and induction on r gives (Σ_i A_i)^n = Σ_i A_i^n. The empty sum is covered because 0^n = 0 for n ≥ 1.

Now put A_i = P_i α_i, where the P_i commute with one another and with every α_j. Then

P_i α_i P_j α_j = P_i P_j α_i α_j = w P_j P_i α_j α_i = w P_j α_j P_i α_i,

and (P_i α_i)^n = P_i^n α_i^n = P_i^n. Scalars P_i = x_i·1 give the claim.

Primitivity matters. Take n = 4 and w = −1, so that w^4 = 1 although w is not a primitive fourth root. The Pauli matrices X and Z satisfy XZ = −ZX and X^4 = Z^4 = 1. But (X + Z)² = 2, so (X + Z)^4 = 4, whereas the formula would give 2. The surviving mixed coefficient is G(4,2) = 2.

## The formal development

The generators live in an arbitrary algebra `𝒜` over a field `K`. No adjoint, unitarity or finite dimension is assumed. For physics one takes K = ℂ.

In Lean 4 with Mathlib:

```lean
import Mathlib

open Finset

namespace GeneralizedClifford

variable {K 𝒜 : Type*} [Field K] [Ring 𝒜] [Algebra K 𝒜]
```

The coefficient G(m,k) is `gaussBinom w m k`. The recursion involves no division, so it makes sense at a root of unity.

```lean
/-- The Gaussian binomial coefficient with deformation parameter `w`, defined by its
Pascal-type recursion. -/
def gaussBinom (w : K) : ℕ → ℕ → K
  | _, 0 => 1
  | 0, _ + 1 => 0
  | m + 1, k + 1 => gaussBinom w m k + w ^ (k + 1) * gaussBinom w m (k + 1)
```

The boundary values follow by induction on the row.

```lean
/-- Boundary values of the Gaussian binomials: one at both ends of each row, and zero beyond
the end of the row. -/
theorem gaussBinom_boundary (w : K) (m : ℕ) :
    gaussBinom w m 0 = 1 ∧ gaussBinom w m m = 1 ∧ ∀ k, m < k → gaussBinom w m k = 0 := by
  induction m with
  | zero =>
    refine ⟨rfl, rfl, fun k hk => ?_⟩
    cases k with
    | zero => omega
    | succ j => rfl
  | succ m ih =>
    obtain ⟨_, h1, h2⟩ := ih
    refine ⟨rfl, ?_, fun k hk => ?_⟩
    · simp [gaussBinom, h1, h2 (m + 1) (by omega)]
    · cases k with
      | zero => omega
      | succ j => simp [gaussBinom, h2 j (by omega), h2 (j + 1) (by omega)]
```

In the absorption identity, `hR` and `hr` are the two uses of the recursion, and `ih` is the assumption for the previous row. `linear_combination` adds them with the multipliers found by hand.

```lean
/-- The absorption identity, which relates Gaussian binomials in neighbouring rows. -/
theorem gaussBinom_absorption (w : K) (m : ℕ) : ∀ k,
    (w ^ (k + 1) - 1) * gaussBinom w (m + 1) (k + 1)
      = (w ^ (m + 1) - 1) * gaussBinom w m k := by
  induction m with
  | zero =>
    intro k
    cases k <;> simp [gaussBinom]
  | succ m ih =>
    intro k
    have hR : gaussBinom w (m + 1 + 1) (k + 1) = gaussBinom w (m + 1) k
        + w ^ (k + 1) * gaussBinom w (m + 1) (k + 1) := rfl
    cases k with
    | zero =>
      have h0 := ih 0
      rw [(gaussBinom_boundary w m).1] at h0
      rw [(gaussBinom_boundary w (m + 1)).1] at hR ⊢
      linear_combination (w - 1) * hR + w * h0
    | succ j =>
      have hr : gaussBinom w (m + 1) (j + 1) = gaussBinom w m j
          + w ^ (j + 1) * gaussBinom w m (j + 1) := rfl
      linear_combination (w ^ (j + 2) - 1) * hR + w ^ (j + 2) * ih (j + 1) + w * ih j
        - w * (w ^ (m + 1) - 1) * hr
```

In the ordered expansion, `hk` moves A through B^k. The steps `h1` and `h2` are the products with A and B, and `h3` shifts the summation index so that the two sums can be matched.

```lean
/-- Ordered expansion: if exchanging `A` and `B` costs a factor `w`, every power of `A + B` is
a sum of monomials with all `B` to the left, weighted by Gaussian binomials. -/
theorem ordered_expansion {w : K} {A B : 𝒜} (h : A * B = w • (B * A)) (m : ℕ) :
    (A + B) ^ m = ∑ k ∈ range (m + 1), gaussBinom w m k • (B ^ k * A ^ (m - k)) := by
  -- moving `A` through `k` factors `B` costs `w ^ k`
  have hk : ∀ k : ℕ, A * B ^ k = w ^ k • (B ^ k * A) := by
    intro k
    induction k with
    | zero => simp
    | succ k ih =>
      rw [pow_succ B k, ← mul_assoc, ih, smul_mul_assoc, mul_assoc, h, mul_smul_comm,
        smul_smul, ← mul_assoc, pow_succ w k]
  induction m with
  | zero => simp [gaussBinom]
  | succ m ih =>
    have h1 : A * ∑ k ∈ range (m + 1), gaussBinom w m k • (B ^ k * A ^ (m - k))
        = ∑ k ∈ range (m + 1), (w ^ k * gaussBinom w m k) • (B ^ k * A ^ (m + 1 - k)) := by
      rw [mul_sum]
      refine sum_congr rfl fun k hkm => ?_
      have e : m + 1 - k = (m - k) + 1 := by
        have := mem_range.1 hkm
        omega
      rw [e, mul_smul_comm, ← mul_assoc, hk, smul_mul_assoc, smul_smul, mul_assoc (B ^ k),
        ← pow_succ', mul_comm (w ^ k) (gaussBinom w m k)]
    have h2 : B * ∑ k ∈ range (m + 1), gaussBinom w m k • (B ^ k * A ^ (m - k))
        = ∑ k ∈ range (m + 1), gaussBinom w m k • (B ^ (k + 1) * A ^ (m - k)) := by
      rw [mul_sum]
      refine sum_congr rfl fun k _ => ?_
      rw [mul_smul_comm, ← mul_assoc, ← pow_succ']
    -- shift the summation index; the term beyond the end of the row vanishes
    have h3 : ∑ k ∈ range (m + 1), (w ^ k * gaussBinom w m k) • (B ^ k * A ^ (m + 1 - k))
        = ∑ k ∈ range (m + 1),
            (w ^ (k + 1) * gaussBinom w m (k + 1)) • (B ^ (k + 1) * A ^ (m - k))
          + A ^ (m + 1) := by
      let f : ℕ → 𝒜 := fun k => (w ^ k * gaussBinom w m k) • (B ^ k * A ^ (m + 1 - k))
      have e := (sum_range_succ f (m + 1)).symm.trans (sum_range_succ' f (m + 1))
      simpa [f, (gaussBinom_boundary w m).1,
        (gaussBinom_boundary w m).2.2 (m + 1) (by omega)] using e
    rw [pow_succ', ih, add_mul, h1, h2, h3, sum_range_succ' _ (m + 1)]
    simp only [gaussBinom, add_smul, sum_add_distrib, Nat.add_sub_add_right, pow_zero,
      one_mul, one_smul, Nat.sub_zero]
    abel
```

The family `A : Fin r → 𝒜` is numbered from 0, as above. The proof writes n = p + 1; `hB` is the exchange relation between the first element and the rest, and `hz` removes the mixed coefficients.

```lean
/-- If `A i * A j = w • (A j * A i)` for all `i < j`, where `w` is a primitive `n`-th root of unity
and `n` is positive, then the `n`-th power of the sum is the sum of the `n`-th powers. -/
theorem sum_pow_eq {w : K} {n : ℕ} (hw : IsPrimitiveRoot w n) (hn : 0 < n) {r : ℕ}
    (A : Fin r → 𝒜) (hA : ∀ i j, i < j → A i * A j = w • (A j * A i)) :
    (∑ i, A i) ^ n = ∑ i, A i ^ n := by
  obtain ⟨p, rfl⟩ : ∃ p, n = p + 1 := ⟨n - 1, by omega⟩
  induction r with
  | zero => simp
  | succ r ih =>
    -- the first element commutes up to `w` with the sum of all the others
    have hB : A 0 * ∑ i : Fin r, A i.succ = w • ((∑ i : Fin r, A i.succ) * A 0) := by
      rw [mul_sum, sum_mul, smul_sum]
      exact sum_congr rfl fun i _ => hA 0 i.succ (Fin.succ_pos i)
    -- absorption removes every mixed term
    have hz : ∀ k ∈ range p, gaussBinom w (p + 1) (k + 1) = 0 := by
      intro k hk
      have h := gaussBinom_absorption w p k
      rw [hw.pow_eq_one, sub_self, zero_mul] at h
      refine (mul_eq_zero.1 h).resolve_left fun h0 => ?_
      have hd := Nat.le_of_dvd (Nat.succ_pos k) (hw.dvd_of_pow_eq_one _ (sub_eq_zero.1 h0))
      have := mem_range.1 hk
      omega
    rw [Fin.sum_univ_succ, Fin.sum_univ_succ, ← ih (fun i => A i.succ)
      (fun i j h => hA _ _ (Fin.succ_lt_succ_iff.2 h)), ordered_expansion hB,
      sum_range_succ, sum_range_succ', sum_eq_zero fun k hk => by rw [hz k hk, zero_smul],
      (gaussBinom_boundary w (p + 1)).1, (gaussBinom_boundary w (p + 1)).2.1]
    simp
```

The coefficients may be operators, for instance momentum components acting on smooth functions, provided they satisfy `hP` and `hPα`. The momentum components and the constant mass of a free particle do so; a position-dependent coefficient generally fails to commute with the momenta.

```lean
/-- Linearization with operator coefficients: for commuting `P i` that also commute with the
generators `α j`, the operator `∑ P i * α i` is an `n`-th root of `∑ P i ^ n`. -/
theorem operator_linearization {w : K} {n : ℕ} (hw : IsPrimitiveRoot w n) (hn : 0 < n)
    {r : ℕ} (α P : Fin r → 𝒜) (hα : ∀ i j, i < j → α i * α j = w • (α j * α i))
    (hα1 : ∀ i, α i ^ n = 1) (hP : ∀ i j, Commute (P i) (P j))
    (hPα : ∀ i j, Commute (P i) (α j)) :
    (∑ i, P i * α i) ^ n = ∑ i, P i ^ n := by
  rw [sum_pow_eq hw hn (fun i => P i * α i)]
  · exact sum_congr rfl fun i _ => by rw [(hPα i i).mul_pow, hα1, mul_one]
  · intro i j hij
    -- the coefficients pass through, so the products inherit the exchange factor
    rw [(hPα j i).symm.mul_mul_mul_comm, hα i j hij, mul_smul_comm, (hP i j).eq,
      (hPα i j).mul_mul_mul_comm]
```

Scalar coefficients enter through `algebraMap`, which sends x to x·1.

```lean
/-- Generalized Clifford linearization: the `n`-th power of a linear combination of the
generators is the sum of the `n`-th powers of its coefficients, times the identity. -/
theorem clifford_linearization {w : K} {n : ℕ} (hw : IsPrimitiveRoot w n) (hn : 0 < n)
    {r : ℕ} (α : Fin r → 𝒜) (hα : ∀ i j, i < j → α i * α j = w • (α j * α i))
    (hα1 : ∀ i, α i ^ n = 1) (x : Fin r → K) :
    (∑ i, x i • α i) ^ n = (∑ i, x i ^ n) • (1 : 𝒜) := by
  have h := operator_linearization hw hn α (fun i => algebraMap K 𝒜 (x i)) hα hα1
    (fun i j => Algebra.commutes _ _) (fun i j => Algebra.commutes _ _)
  simp only [Algebra.smul_def, mul_one, map_sum, map_pow]
  exact h
```

Write H = Σ_i x_i α_i and s = Σ_i x_i^n, so H^n = s·1. An element is invertible exactly when its n-th power is. If s ≠ 0, then s·1 is invertible; if s = 0, then H^n = 0, which is not invertible in a nonzero algebra.

```lean
/-- A linear combination of the generators is invertible exactly when the sum of the `n`-th
powers of its coefficients is nonzero. -/
theorem isUnit_iff [Nontrivial 𝒜] {w : K} {n : ℕ} (hw : IsPrimitiveRoot w n) (hn : 0 < n)
    {r : ℕ} (α : Fin r → 𝒜) (hα : ∀ i j, i < j → α i * α j = w • (α j * α i))
    (hα1 : ∀ i, α i ^ n = 1) (x : Fin r → K) :
    IsUnit (∑ i, x i • α i) ↔ ∑ i, x i ^ n ≠ 0 := by
  rw [← isUnit_pow_iff hn.ne', clifford_linearization hw hn α hα hα1 x,
    ← Algebra.algebraMap_eq_smul_one]
  constructor
  · intro h hc
    rw [hc, map_zero] at h
    exact not_isUnit_zero h
  · intro h
    exact (IsUnit.mk0 _ h).map (algebraMap K 𝒜)
```

If Hv = Ev with v ≠ 0, applying H repeatedly gives H^n v = E^n v. Comparison with H^n v = sv yields E^n = s. This confines the eigenvalues to the n-th roots of one number; it does not say which roots occur or how often. The terms of H may themselves be products of other generators, as in the example below, provided they satisfy the same relations. In a long parafermion chain with couplings between neighbours, distant terms commute instead, so the result does not apply to the Hamiltonian of the whole chain. For n > 2 such an H is in general not Hermitian, and E may be complex.

```lean
/-- Every eigenvalue `E` of a linear combination of the generators satisfies `E ^ n = ∑ x i ^ n`. -/
theorem eigenvalue_pow {V : Type*} [AddCommGroup V] [Module K V] {w : K} {n : ℕ}
    (hw : IsPrimitiveRoot w n) (hn : 0 < n) {r : ℕ} (α : Fin r → Module.End K V)
    (hα : ∀ i j, i < j → α i * α j = w • (α j * α i)) (hα1 : ∀ i, α i ^ n = 1)
    (x : Fin r → K) {E : K} {v : V} (hv : v ≠ 0) (hE : (∑ i, x i • α i) v = E • v) :
    E ^ n = ∑ i, x i ^ n := by
  have hpow : ∀ m : ℕ, ((∑ i, x i • α i) ^ m) v = E ^ m • v := by
    intro m
    induction m with
    | zero => simp
    | succ m ih => rw [pow_succ, Module.End.mul_apply, hE, map_smul, ih, smul_smul, pow_succ']
  have h := hpow n
  rw [clifford_linearization hw hn α hα hα1 x, LinearMap.smul_apply,
    Module.End.one_apply] at h
  have h' : (E ^ n - ∑ i, x i ^ n) • v = 0 := by rw [sub_smul, h, sub_self]
  exact sub_eq_zero.1 ((smul_eq_zero.1 h').resolve_right hv)
```

For n = 3, the shift S, the clock matrix C and the product S²C provide three generators.

```lean
/-- Three explicit 3×3 matrices: the cyclic shift, the diagonal clock matrix, and the square
of the shift times the clock. -/
def threeGenerators (w : K) : Fin 3 → Matrix (Fin 3) (Fin 3) K :=
  ![!![0, 1, 0; 0, 0, 1; 1, 0, 0],
    !![1, 0, 0; 0, w, 0; 0, 0, w ^ 2],
    !![0, 0, w ^ 2; 1, 0, 0; 0, w, 0]]
```

The relations are checked entry by entry, using w³ = 1.

```lean
/-- For a primitive cube root of unity the three explicit matrices satisfy the exchange
relations, and each has cube one. -/
theorem threeGenerators_witness {w : K} (hw : IsPrimitiveRoot w 3) :
    (∀ i j, i < j → threeGenerators w i * threeGenerators w j
      = w • (threeGenerators w j * threeGenerators w i)) ∧
    ∀ i, threeGenerators w i ^ 3 = 1 := by
  have h : w ^ 3 = 1 := hw.pow_eq_one
  constructor
  · intro i j hij
    fin_cases i <;> fin_cases j <;> first
      | exact absurd hij (by decide)
      | (ext a b
         fin_cases a <;> fin_cases b <;>
           simp [threeGenerators, Matrix.mul_apply, Fin.sum_univ_succ] <;> grind)
  · intro i
    rw [pow_three]
    fin_cases i <;> ext a b <;> fin_cases a <;> fin_cases b <;>
      simp [threeGenerators, Matrix.mul_apply, Fin.sum_univ_succ] <;> grind

end GeneralizedClifford
```

```lean
#print axioms GeneralizedClifford.clifford_linearization
#print axioms GeneralizedClifford.isUnit_iff
#print axioms GeneralizedClifford.eigenvalue_pow
```

```
'GeneralizedClifford.clifford_linearization' depends on axioms: [propext, Classical.choice, Quot.sound]
'GeneralizedClifford.isUnit_iff' depends on axioms: [propext, Classical.choice, Quot.sound]
'GeneralizedClifford.eigenvalue_pow' depends on axioms: [propext, Classical.choice, Quot.sound]
```
